# Exchanging electrons and holes reverses the spin-orbit energies of independent electrons in an atomic shell

Let a shell have \(n\) spin-orbitals, labelled by \(i\), and let \(\varepsilon_i\) be the spin-orbit energy of an electron in spin-orbital \(i\). An occupation is a set \(S\) of spin-orbitals, each holding one electron, and its complement \(S^c\) is the set of empty ones. The question is how the spin-orbit pattern of a shell with \(k\) electrons is related to that of the same shell with \(k\) holes.

The electrons are taken as independent, so the energy of an occupation is a sum of one-electron energies:

\[
E(S)=\sum_{i\in S}\varepsilon_i ,\qquad T=\sum_i \varepsilon_i .
\]

Here \(T\) is the energy of the full shell. Let \(L_k\) be the list of the values \(E(S)\) for all occupations with \(k\) electrons. The order of the list is irrelevant, but repeated values are kept, so \(L_k\) records degeneracies. It has \(\binom nk\) entries. Writing \(-L_k\) for the list with every entry negated, the claim is that for \(k\le n\)

\[
T=0\quad\Longrightarrow\quad L_{n-k}=-L_k .
\]

The condition \(T=0\) says that the spin-orbit interaction splits the shell without moving its centre of gravity. For an atomic \(l\)-shell it is derived below.

In atomic spectroscopy, the result gives the inversion of the spin-orbit pattern beyond half filling for non-interacting electrons. Hund's third rule is a different statement: it orders the \(J\) levels within one \(LS\) term, which electron repulsion has already separated from the others.

## Complementary occupations have opposite energies

Every spin-orbital is either occupied or empty, so \(E(S)+E(S^c)=T\), which gives

\[
E(S^c)=T-E(S).
\]

If \(S\) has \(k\) members, \(S^c\) has \(n-k\). Taking the complement twice returns \(S\), so complementation pairs the \(k\)-electron occupations one to one with the \((n-k)\)-electron occupations. The list \(L_{n-k}\) therefore consists of the numbers \(T-x\), with \(x\) running through \(L_k\). This holds for any \(T\), and for \(T=0\) it is the claim.

The condition is also necessary. Suppose that \(L_{n-k}=-L_k\) for some \(k\le n\), and add up the entries on each side:

\[
\sum_{x\in L_k}(T-x)=\binom nk T-\sum_{x\in L_k}x=-\sum_{x\in L_k}x .
\]

Hence \(\binom nk T=0\). The binomial coefficient is not zero for \(k\le n\), so \(T=0\).

Two consequences follow when \(T=0\). First, negation reverses order: \(E\le x\) for all \(x\) in \(L_k\) means \(-x\le -E\) for all these \(x\), and the numbers \(-x\) make up \(L_{n-k}\). So \(E\) is the lowest \(k\)-electron energy exactly when \(-E\) is the highest \((n-k)\)-electron energy. Second, if \(n=2k\), then \(n-k=k\) and \(L_k=-L_k\), so the half-filled pattern is symmetric about zero.

## The energies of an \(l\)-shell sum to zero

Let all spin-orbitals of the shell have the same radial function. For one electron with orbital quantum number \(l\) and total angular momentum quantum number \(j\), the spin-orbit energy is then

\[
\varepsilon=\frac{\zeta}{2}\left[j(j+1)-l(l+1)-\frac34\right].
\]

The spin-orbit constant \(\zeta\) is an energy that measures the strength of the coupling between orbital and spin angular momentum, with the factors of \(\hbar\) absorbed. For \(j=l+\tfrac12\), \(j(j+1)=l^2+2l+\tfrac34\), and the bracket equals \(l\). For \(j=l-\tfrac12\), \(j(j+1)=l^2-\tfrac14\), and the bracket equals \(-(l+1)\). There are \(2j+1\) spin-orbitals for each \(j\), that is, \(2l+2\) and \(2l\). The sum is

\[
(2l+2)\,\frac{\zeta l}{2}-2l\,\frac{\zeta(l+1)}{2}=0 .
\]

For \(l=0\) the second group is empty and both spin-orbitals have energy zero. With \(n=4l+2\), the inversion relates \(k\) electrons to \(4l+2-k\), and the symmetric pattern occurs at \(2l+1\) electrons.

## Occupations as finite sets

In Lean, the spin-orbitals are the elements of a finite type `ι`, and \(n\) is `Fintype.card ι`.

```lean
import Mathlib

open Finset

namespace SpinOrbitInversion

noncomputable section

variable {ι : Type*} [Fintype ι]
```

The function `ε : ι → ℝ` assigns a real energy to each spin-orbital, and an occupation is a `Finset ι`. Since a set contains each element at most once, the Pauli principle is built in. The energy \(E(S)\) is `occEnergy ε S`.

```lean
/-- The total spin-orbit energy of an occupation: the sum of the energies of the
occupied spin-orbitals. -/
def occEnergy (ε : ι → ℝ) (S : Finset ι) : ℝ := ∑ i ∈ S, ε i
```

The list \(L_k\) is `levels ε k`. Here `powersetCard k univ` is the collection of all \(k\)-element sets of spin-orbitals. Mapping the energy over it gives a `Multiset`, in which equal energies from different occupations remain separate entries.

```lean
/-- The total energies of all `k`-electron occupations, listed with their degeneracies. -/
def levels (ε : ι → ℝ) (k : ℕ) : Multiset ℝ :=
  (powersetCard k (univ : Finset ι)).val.map (occEnergy ε)
```

Reading these sums as the levels of an atom neglects electron repulsion. In the absence of repulsion, the antisymmetrised product of the occupied spin-orbitals, each an eigenstate of the one-electron spin-orbit operator, has spin-orbit energy \(E(S)\). When repulsion is included, the energies are in general no longer such sums.

## The particle-hole relation for any total energy

The first lemma is \(E(S^c)=T-E(S)\). Mathlib supplies the identity that the sums over a set and its complement add up to the full sum, and `linarith` rearranges it.

```lean
/-- Exchanging occupied and empty spin-orbitals turns the energy `E` of an occupation into
the energy of the full shell minus `E`. -/
theorem occEnergy_compl [DecidableEq ι] (ε : ι → ℝ) (S : Finset ι) :
    occEnergy ε Sᶜ = ∑ i, ε i - occEnergy ε S := by
  have h := Finset.sum_add_sum_compl S ε
  unfold occEnergy
  linarith
```

The next lemma counts the entries of \(L_k\). A map leaves the size of a multiset unchanged, so the count is the number of \(k\)-element subsets.

```lean
/-- Counted with degeneracy, the number of `k`-electron energies for `n` spin-orbitals is the
binomial coefficient `n` over `k`. -/
theorem card_levels (ε : ι → ℝ) (k : ℕ) :
    (levels ε k).card = (Fintype.card ι).choose k := by
  unfold levels
  rw [Multiset.card_map, Finset.card_val, Finset.card_powersetCard, Finset.card_univ]
```

The theorem `levels_hole` states that \(L_{n-k}\) is obtained from \(L_k\) by replacing each \(x\) by \(T-x\), with no condition on \(T\).

```lean
/-- Particle-hole relation for arbitrary spin-orbital energies: for `k ≤ n`, the energies for
`n - k` electrons are the energy of the full shell minus those for `k` electrons. -/
theorem levels_hole (ε : ι → ℝ) {k : ℕ} (hk : k ≤ Fintype.card ι) :
    levels ε (Fintype.card ι - k) = (levels ε k).map (fun x => ∑ i, ε i - x) := by
  classical
  -- complementation carries the k-electron occupations onto the (n-k)-electron ones
  have h : powersetCard (Fintype.card ι - k) (univ : Finset ι) =
      (powersetCard k (univ : Finset ι)).map
        ⟨fun S : Finset ι => Sᶜ, compl_injective⟩ := by
    ext S
    simp only [Finset.mem_map, Finset.mem_powersetCard, Finset.subset_univ, true_and,
      Function.Embedding.coeFn_mk]
    constructor
    · intro hS
      exact ⟨Sᶜ, by rw [Finset.card_compl, hS]; omega, compl_compl S⟩
    · rintro ⟨T, hT, rfl⟩
      rw [Finset.card_compl, hT]
  unfold levels
  rw [h, Finset.map_val, Multiset.map_map, Multiset.map_map]
  apply Multiset.map_congr rfl
  intro S _
  exact occEnergy_compl ε S
```

The intermediate statement `h` is the one-to-one pairing of occupations. It says that the \((n-k)\)-element sets are the images of the \(k\)-element sets under complementation, where `compl_injective` ensures that no two sets have the same image. In one direction, a set `S` with \(n-k\) elements is the complement of `Sᶜ`, which has \(k\). In the other, the complement of a \(k\)-element set has \(n-k\) elements. (The letter `T` in this proof is an occupation, not the full-shell energy.) After rewriting with `h`, both sides are maps over the same collection of occupations, and `occEnergy_compl` shows that they agree on each one.

The hypothesis `hk` says \(k\le n\). Subtraction of natural numbers in Lean stops at zero, so for \(k>n\) the left side would be the list for no electrons, with the single entry 0, while the right side would be empty.

## Inversion and the zero-sum condition

The main theorem adds the hypothesis `hε`, which is \(T=0\). It states the equality of two multisets, so each energy \(E\) for \(k\) electrons has the same degeneracy as \(-E\) for \(n-k\) electrons. The proof puts \(T=0\) into `levels_hole` and simplifies \(0-x\) to \(-x\).

```lean
/-- If the energies of `n` spin-orbitals sum to zero and `k ≤ n`, the energies for `n - k`
electrons are the negatives of those for `k` electrons, degeneracies included. -/
theorem levels_inverted (ε : ι → ℝ) (hε : ∑ i, ε i = 0) {k : ℕ}
    (hk : k ≤ Fintype.card ι) :
    levels ε (Fintype.card ι - k) = (levels ε k).map (fun x => -x) := by
  rw [levels_hole ε hk, hε]
  simp only [zero_sub]
```

The equivalence below is stated for a fixed \(k\le n\): inversion at a single electron number is enough to force \(T=0\).

```lean
/-- For any `k ≤ n`, the energies for `n - k` electrons are the negatives of those for `k`
electrons exactly when the spin-orbital energies sum to zero. -/
theorem levels_inverted_iff (ε : ι → ℝ) {k : ℕ} (hk : k ≤ Fintype.card ι) :
    levels ε (Fintype.card ι - k) = (levels ε k).map (fun x => -x) ↔ ∑ i, ε i = 0 := by
  refine ⟨fun h => ?_, fun h => levels_inverted ε h hk⟩
  -- a common shift of all levels shows up in their sum, once per occupation
  have key : ∀ (T : ℝ) (s : Multiset ℝ), (s.map (fun x => T - x)).sum =
      (s.card : ℝ) * T + (s.map (fun x => -x)).sum := by
    intro T s
    induction s using Multiset.induction_on with
    | empty => simp
    | cons a s ih =>
      rw [Multiset.map_cons, Multiset.map_cons, Multiset.sum_cons, Multiset.sum_cons, ih,
        Multiset.card_cons]
      push_cast
      ring
  rw [levels_hole ε hk] at h
  have hs := congrArg Multiset.sum h
  rw [key, card_levels] at hs
  have hzero : ((Fintype.card ι).choose k : ℝ) * ∑ i, ε i = 0 := by linarith
  have hpos : ((Fintype.card ι).choose k : ℝ) ≠ 0 :=
    Nat.cast_ne_zero.mpr (Nat.choose_pos hk).ne'
  exact (mul_eq_zero.mp hzero).resolve_left hpos
```

The direction from \(T=0\) is the previous theorem. For the other, `key` is the summation formula used by hand: replacing \(-x\) by \(T-x\) throughout a multiset raises its sum by \(T\) for every entry. It is proved by induction on the multiset, adding one entry at a time. Taking sums on both sides of the assumed equality and counting the entries with `card_levels` yields `hzero`, the equation \(\binom nk T=0\). The binomial coefficient is nonzero by `hpos`, which leaves \(T=0\).

## Lowest and highest energies, and half filling

`IsLeast` says that a number belongs to a set and is a lower bound of it, and `IsGreatest` is the same with an upper bound. The sets here contain the energies that occur in `levels`, without their degeneracies.

```lean
/-- If the spin-orbital energies sum to zero and `k ≤ n`, then `E` is the lowest energy for
`k` electrons exactly when `-E` is the highest energy for `n - k` electrons. -/
theorem lowest_iff_highest (ε : ι → ℝ) (hε : ∑ i, ε i = 0) {k : ℕ}
    (hk : k ≤ Fintype.card ι) (E : ℝ) :
    IsLeast {x | x ∈ levels ε k} E ↔
      IsGreatest {x | x ∈ levels ε (Fintype.card ι - k)} (-E) := by
  have mem : ∀ x, x ∈ levels ε (Fintype.card ι - k) ↔ -x ∈ levels ε k := by
    intro x
    rw [levels_inverted ε hε hk]
    constructor
    · intro h
      obtain ⟨a, ha, rfl⟩ := Multiset.mem_map.1 h
      simpa using ha
    · intro h
      exact Multiset.mem_map.2 ⟨-x, h, neg_neg x⟩
  constructor
  · rintro ⟨h1, h2⟩
    refine ⟨(mem (-E)).2 (by simpa using h1), fun x hx => ?_⟩
    have := @h2 (-x) ((mem x).1 hx)
    linarith
  · rintro ⟨h1, h2⟩
    refine ⟨by simpa using (mem (-E)).1 h1, fun x hx => ?_⟩
    have := @h2 (-x) ((mem (-x)).2 (by simpa using hx))
    linarith
```

The auxiliary statement `mem` says that \(x\) is an \((n-k)\)-electron energy exactly when \(-x\) is a \(k\)-electron energy. Each direction of the theorem then has two parts: `mem` transfers membership, and `linarith` reverses the inequality for the bound.

At half filling the hypothesis is `Fintype.card ι = 2 * k`, so \(n\) is even. The theorem is the inversion with \(n-k\) rewritten as \(k\).

```lean
/-- At half filling, `n = 2k`, with spin-orbital energies summing to zero, the multiset of
total energies is symmetric about zero. -/
theorem half_filled_symmetric (ε : ι → ℝ) (hε : ∑ i, ε i = 0) {k : ℕ}
    (hn : Fintype.card ι = 2 * k) :
    levels ε k = (levels ε k).map (fun x => -x) := by
  have h := levels_inverted ε hε (k := k) (by omega)
  rwa [show Fintype.card ι - k = k by omega] at h
```

Symmetry about zero does not mean that the splitting vanishes. It says only that \(E\) and \(-E\) occur equally often.

## The atomic \(l\)-shell

The one-electron formula is entered as a function of three real numbers.

```lean
/-- The spin-orbit energy `(ζ/2) [j(j+1) - l(l+1) - 3/4]` of one electron with orbital
quantum number `l` and total angular momentum quantum number `j`. -/
def soEnergy (ζ l j : ℝ) : ℝ := ζ / 2 * (j * (j + 1) - l * (l + 1) - 3 / 4)
```

The spin-orbitals of the shell form the disjoint union `Fin (2 * l + 2) ⊕ Fin (2 * l)`. The first part holds those with \(j=l+\tfrac12\), the second those with \(j=l-\tfrac12\). The elements of each part stand for the different values of \(m_j\), on which the energy does not depend. The energy formula and the two multiplicities enter as definitions; they are not derived from the operator \(\zeta\,\mathbf l\cdot\mathbf s\).

```lean
/-- The spin-orbit energies of an atomic `l`-shell: `2l + 2` spin-orbitals with
`j = l + 1/2` and `2l` spin-orbitals with `j = l - 1/2`. -/
def shellEnergy (l : ℕ) (ζ : ℝ) : Fin (2 * l + 2) ⊕ Fin (2 * l) → ℝ :=
  Sum.elim (fun _ => soEnergy ζ l (l + 1 / 2)) (fun _ => soEnergy ζ l (l - 1 / 2))
```

The zero sum is then a theorem. The proof splits the sum into the two groups, turns each sum of a constant into a multiple, and leaves the polynomial identity in \(l\) and \(\zeta\) to `ring`.

```lean
/-- The spin-orbit energies of an atomic `l`-shell sum to zero. -/
theorem shellEnergy_sum (l : ℕ) (ζ : ℝ) : ∑ i, shellEnergy l ζ i = 0 := by
  rw [Fintype.sum_sum_type]
  simp only [shellEnergy, Sum.elim_inl, Sum.elim_inr, Finset.sum_const, Finset.card_univ,
    Fintype.card_fin, nsmul_eq_mul, soEnergy]
  push_cast
  ring
```

The last theorem needs no separate zero-sum hypothesis, since `shellEnergy_sum` proves it for these energies. It holds for every natural number \(l\) and every real \(\zeta\), and its two parts are the inversion for each \(k\le 4l+2\) and the symmetry at \(2l+1\) electrons. The same \(\zeta\) appears on both sides, so the theorem compares two fillings of one shell with a fixed coupling strength. Two different elements generally have different values of \(\zeta\), and their patterns would first have to be scaled to a common one.

```lean
/-- For independent electrons in an atomic `l`-shell, the spin-orbit energies for `4l + 2 - k`
electrons are the negatives of those for `k ≤ 4l + 2` electrons, and those for `2l + 1` electrons
are symmetric about zero. -/
theorem atomic_shell_inverted (l : ℕ) (ζ : ℝ) :
    (∀ k ≤ 4 * l + 2, levels (shellEnergy l ζ) (4 * l + 2 - k) =
      (levels (shellEnergy l ζ) k).map (fun x => -x)) ∧
    levels (shellEnergy l ζ) (2 * l + 1) =
      (levels (shellEnergy l ζ) (2 * l + 1)).map (fun x => -x) := by
  have hc : Fintype.card (Fin (2 * l + 2) ⊕ Fin (2 * l)) = 4 * l + 2 := by
    simp only [Fintype.card_sum, Fintype.card_fin]
    omega
  refine ⟨fun k hk => ?_, ?_⟩
  · have h := levels_inverted (shellEnergy l ζ) (shellEnergy_sum l ζ) (k := k)
      (by rw [hc]; exact hk)
    rwa [hc] at h
  · exact half_filled_symmetric (shellEnergy l ζ) (shellEnergy_sum l ζ) (by rw [hc]; ring)

end

end SpinOrbitInversion
```

In the proof, `hc` counts the spin-orbitals, \((2l+2)+2l=4l+2\). The two parts then follow from `levels_inverted` and `half_filled_symmetric`, with `shellEnergy_sum` supplying the zero-sum hypothesis.

```lean
#print axioms SpinOrbitInversion.levels_inverted_iff
#print axioms SpinOrbitInversion.lowest_iff_highest
#print axioms SpinOrbitInversion.atomic_shell_inverted
```

```
'SpinOrbitInversion.levels_inverted_iff' depends on axioms: [propext, Classical.choice, Quot.sound]
'SpinOrbitInversion.lowest_iff_highest' depends on axioms: [propext, Classical.choice, Quot.sound]
'SpinOrbitInversion.atomic_shell_inverted' depends on axioms: [propext, Classical.choice, Quot.sound]
```
